# Three decreasing energies with a shrinking gap are fitted by a decaying exponential

The theorem `formulas_fit` takes three real energies, E0 > E1 > E2, whose second gap E1 − E2 is smaller than the first, E0 − E1. It states that explicit formulas give a limit E, an amplitude c > 0 and a ratio r with 0 < r < 1 such that E + c rⁿ equals the three energies at n = 0, 1, 2. It does not say that energies in larger basis sets follow this law, nor that E is the exact basis-set limit. The attempt gets the bounds on c and r from the signs of the gaps and of the second difference E2 − 2E1 + E0, then tries to prove the three equations by unfolding the formulas, clearing denominators with `field_simp` and finishing with `ring`.

An attempt in Lean 4 with a fault in it:

```lean
import Mathlib

open Filter Topology

namespace ExponentialBasisExtrapolation

noncomputable section

/-- The exponential convergence law `E + c r ^ n` for the energy in the `n`-th basis set. -/
def expModel (E c r : ℝ) (n : ℕ) : ℝ := E + c * r ^ n

/-- The parameters `E`, `c > 0` and `0 < r < 1` reproduce three successive energies. -/
structure IsFit (E0 E1 E2 E c r : ℝ) : Prop where
  c_pos : 0 < c
  r_pos : 0 < r
  r_lt_one : r < 1
  at_zero : expModel E c r 0 = E0
  at_one : expModel E c r 1 = E1
  at_two : expModel E c r 2 = E2

/-- The three-point extrapolated energy. -/
def cbsLimit (E0 E1 E2 : ℝ) : ℝ := E2 - (E2 - E1) ^ 2 / (E2 - 2 * E1 + E0)

/-- The amplitude computed from three energies: the squared first gap over the second
difference. -/
def amplitude (E0 E1 E2 : ℝ) : ℝ := (E0 - E1) ^ 2 / (E2 - 2 * E1 + E0)

/-- The ratio of the second energy gap to the first. -/
def gapRatio (E0 E1 E2 : ℝ) : ℝ := (E1 - E2) / (E0 - E1)

/-- For decreasing energies with a shrinking gap, the closed formulas give an exponential fit. -/
theorem formulas_fit {E0 E1 E2 : ℝ} (h01 : E1 < E0) (h12 : E2 < E1)
    (hgap : E1 - E2 < E0 - E1) :
    IsFit E0 E1 E2 (cbsLimit E0 E1 E2) (amplitude E0 E1 E2) (gapRatio E0 E1 E2) := by
  have hd : 0 < E0 - E1 := sub_pos.mpr h01
  have hg : 0 < E1 - E2 := sub_pos.mpr h12
  have hD : 0 < E2 - 2 * E1 + E0 := by linarith
  have hd0 := hd.ne'
  have hD0 := hD.ne'
  refine ⟨div_pos (pow_pos hd 2) hD, div_pos hg hd, (div_lt_one hd).mpr hgap, ?_, ?_, ?_⟩
  all_goals
    unfold expModel cbsLimit amplitude gapRatio
    field_simp
    ring

end

end ExponentialBasisExtrapolation
```

The error:

```
Try this:
  [apply] ring_nf
  
  The `ring` tactic failed to close the goal. Use `ring_nf` to obtain a normal form.
    
  Note that `ring` works primarily in *commutative* rings. If you have a noncommutative ring, abelian group or module, consider using `noncomm_ring`, `abel` or `module` instead.
Try this:
  [apply] ring_nf
  
  The `ring` tactic failed to close the goal. Use `ring_nf` to obtain a normal form.
    
  Note that `ring` works primarily in *commutative* rings. If you have a noncommutative ring, abelian group or module, consider using `noncomm_ring`, `abel` or `module` instead.
Main.lean:34:83: error: unsolved goals
case refine_1
E0 E1 E2 : ℝ
h01 : E1 < E0
h12 : E2 < E1
hgap : E1 - E2 < E0 - E1
hd : 0 < E0 - E1
hg : 0 < E1 - E2
hD : 0 < E2 - 2 * E1 + E0
hd0 : E0 - E1 ≠ 0
hD0 : E2 - 2 * E1 + E0 ≠ 0
⊢ E2 + E2 * E1 * (E2 - E1 * 2 + E0)⁻¹ * 2 - E2 ^ 2 * (E2 - E1 * 2 + E0)⁻¹ - E1 * E0 * (E2 - E1 * 2 + E0)⁻¹ * 2 +
      E0 ^ 2 * (E2 - E1 * 2 + E0)⁻¹ =
    E0

case refine_2
E0 E1 E2 : ℝ
h01 : E1 < E0
h12 : E2 < E1
hgap : E1 - E2 < E0 - E1
hd : 0 < E0 - E1
hg : 0 < E1 - E2
hD : 0 < E2 - 2 * E1 + E0
hd0 : E0 - E1 ≠ 0
hD0 : E2 - 2 * E1 + E0 ≠ 0
⊢ E2 + E2 * E1 * (E2 - E1 * 2 + E0)⁻¹ * 3 - E2 * E0 * (E2 - E1 * 2 + E0)⁻¹ - E2 ^ 2 * (E2 - E1 * 2 + E0)⁻¹ +
        E1 * E0 * (E2 - E1 * 2 + E0)⁻¹ -
      E1 ^ 2 * (E2 - E1 * 2 + E0)⁻¹ * 2 =
    E1
```

Cause. The two `ring` notices and the unsolved goals concern the equations at n = 0 and n = 1. In both, the inverse of the second difference is still there after `field_simp`, although `hD0` says that the second difference is nonzero; the messages do not show why `hD0` was not used. `ring` does not use such hypotheses, so it cannot cancel the second difference against its inverse. The equation at n = 2 raised no error: there the terms with this inverse cancel each other.

The repair does without `field_simp`. The new facts `hi` and `hu` say that the second difference and the first gap, each times its inverse, equal 1. `linear_combination` adds the stated multiples of these facts, and what remains is an identity that `ring` can check. The third equation gets its own line because `all_goals` now only unfolds the definitions and rewrites division. Using `simp only` with `div_eq_mul_inv` instead of `unfold` is tidying, since `ring` reads division as multiplication by an inverse anyway.

The repair, with which the file compiles:

```diff
@@ -38,9 +38,14 @@
   have hd0 := hd.ne'
   have hD0 := hD.ne'
+  have hu := mul_inv_cancel₀ hd0
+  have hi := mul_inv_cancel₀ hD0
   refine ⟨div_pos (pow_pos hd 2) hD, div_pos hg hd, (div_lt_one hd).mpr hgap, ?_, ?_, ?_⟩
   all_goals
-    unfold expModel cbsLimit amplitude gapRatio
-    field_simp
-    ring
+    simp only [expModel, cbsLimit, amplitude, gapRatio, div_eq_mul_inv]
+  · linear_combination (E0 - E2) * hi
+  · linear_combination (E1 - E2) * hi +
+      (E0 - E1) * (E1 - E2) * (E2 - 2 * E1 + E0)⁻¹ * hu
+  · linear_combination (E1 - E2) ^ 2 * (E2 - 2 * E1 + E0)⁻¹ *
+      ((E0 - E1) * (E0 - E1)⁻¹ + 1) * hu
 
 end
```
